# Tunnelling and multiphoton limits of the Keldysh exponent function

For $y>0$, let $g(y)=\left(1+\frac{1}{2y^2}\right)\operatorname{arsinh}y-\frac{\sqrt{1+y^2}}{2y}$. In atomic units, a binding energy $I_p$, frequency $\omega$ and field amplitude $F$, all positive, define the Keldysh parameter $\gamma=\omega\sqrt{2I_p}/F$.

```lean
import Mathlib

open Filter Topology

namespace KeldyshExponent

noncomputable section

/-- The Keldysh exponent function, for nonzero argument `y`. -/
def g (y : ℝ) : ℝ :=
  (1 + 1 / (2 * y ^ 2)) * Real.arsinh y - √(1 + y ^ 2) / (2 * y)

/-- The numerator of the Keldysh function over the common denominator `2 y ^ 2`. -/
def cleared (y : ℝ) : ℝ :=
  (2 * y ^ 2 + 1) * Real.arsinh y - y * √(1 + y ^ 2)

/-- The Keldysh parameter in atomic units, for binding energy `Ip`, frequency `ω` and
nonzero field amplitude `F`. -/
def keldyshParameter (Ip ω F : ℝ) : ℝ := ω * √(2 * Ip) / F

/-- Twice the imaginary-time action under the barrier, in atomic units and for nonzero `ω`
and `F`: the electron has the imaginary velocity `i (F / ω) sinh (ω τ)`. -/
def barrierExponent (Ip ω F : ℝ) : ℝ :=
  2 * ∫ τ in (0 : ℝ)..(Real.arsinh (keldyshParameter Ip ω F) / ω),
    (Ip - (F / ω * Real.sinh (ω * τ)) ^ 2 / 2)

/-- A differentiable function that starts at zero and has nonnegative slope at positive
arguments is nonnegative at nonnegative arguments. -/
theorem nonneg_of_slope {f f' : ℝ → ℝ} (h0 : f 0 = 0)
    (hd : ∀ x, HasDerivAt f (f' x) x) (hp : ∀ x, 0 < x → 0 ≤ f' x)
    {y : ℝ} (hy : 0 ≤ y) : 0 ≤ f y := by
  have hm : MonotoneOn f (Set.Ici 0) := by
    apply monotoneOn_of_deriv_nonneg (convex_Ici 0)
    · exact fun x _ => (hd x).continuousAt.continuousWithinAt
    · exact fun x _ => (hd x).differentiableAt.differentiableWithinAt
    · intro x hx
      rw [interior_Ici] at hx
      rw [(hd x).deriv]
      exact hp x hx
  have h := hm (Set.mem_Ici.2 le_rfl) (Set.mem_Ici.2 hy) hy
  linarith

/-- For `x ≥ 0` the inverse hyperbolic sine lies between `x - x ^ 3 / 6` and `x`. -/
theorem arsinh_bounds {x : ℝ} (hx : 0 ≤ x) :
    x - x ^ 3 / 6 ≤ Real.arsinh x ∧ Real.arsinh x ≤ x := by
  have cube : ∀ x : ℝ, HasDerivAt (fun x : ℝ => x ^ 3) (3 * x ^ 2) x :=
    fun x => by simpa using hasDerivAt_pow 3 x
  constructor
  · have hd : ∀ x : ℝ, HasDerivAt (fun x => Real.arsinh x - (x - x ^ 3 / 6))
        ((√(1 + x ^ 2))⁻¹ - (1 - x ^ 2 / 2)) x := fun x =>
      ((Real.hasDerivAt_arsinh x).fun_sub
        ((hasDerivAt_id' x).fun_sub ((cube x).div_const 6))).congr_deriv (by ring)
    have hp : ∀ x : ℝ, 0 < x → 0 ≤ (√(1 + x ^ 2))⁻¹ - (1 - x ^ 2 / 2) := by
      intro x _
      have hs : 0 < √(1 + x ^ 2) := by positivity
      have h2 := Real.sq_sqrt (show 0 ≤ 1 + x ^ 2 by positivity)
      generalize √(1 + x ^ 2) = s at hs h2 ⊢
      have e : s⁻¹ - (1 - x ^ 2 / 2) = (s - 1) ^ 2 * (s + 2) / (2 * s) := by
        rw [show x ^ 2 = s ^ 2 - 1 by linarith]
        field_simp
        ring
      rw [e]
      positivity
    have h := nonneg_of_slope (by simp) hd hp hx
    linarith
  · have hd : ∀ x : ℝ, HasDerivAt (fun x => x - Real.arsinh x)
        (1 - (√(1 + x ^ 2))⁻¹) x := fun x =>
      (hasDerivAt_id' x).fun_sub (Real.hasDerivAt_arsinh x)
    have hp : ∀ x : ℝ, 0 < x → 0 ≤ 1 - (√(1 + x ^ 2))⁻¹ := by
      intro x _
      have h1 : 1 ≤ √(1 + x ^ 2) :=
        (Real.le_sqrt' one_pos).2 (by nlinarith [sq_nonneg x])
      have h2 := inv_le_one_of_one_le₀ h1
      linarith
    have h := nonneg_of_slope (by simp) hd hp hx
    linarith

/-- The numerator of the Keldysh function has derivative `4 y arsinh y`. -/
theorem hasDerivAt_cleared (y : ℝ) :
    HasDerivAt cleared (4 * y * Real.arsinh y) y := by
  have hsq : HasDerivAt (fun y : ℝ => y ^ 2) (2 * y) y := by
    simpa using hasDerivAt_pow 2 y
  have hs : HasDerivAt (fun y : ℝ => √(1 + y ^ 2)) (2 * y / (2 * √(1 + y ^ 2))) y :=
    (hsq.const_add 1).sqrt (show 1 + y ^ 2 ≠ 0 by positivity)
  have h := (((hsq.const_mul 2).add_const 1).fun_mul (Real.hasDerivAt_arsinh y)).fun_sub
    ((hasDerivAt_id' y).fun_mul hs)
  refine h.congr_deriv ?_
  have h2 := Real.sq_sqrt (show 0 ≤ 1 + y ^ 2 by positivity)
  have hi : √(1 + y ^ 2) * (√(1 + y ^ 2))⁻¹ = 1 := mul_inv_cancel₀ (by positivity)
  generalize √(1 + y ^ 2) = s at h2 hi ⊢
  linear_combination (-s⁻¹) * h2 + s * hi

/-- For `y > 0` the Keldysh function lies below `2 y / 3` by at most `y ^ 3 / 15`. -/
theorem tunnelling_bounds {y : ℝ} (hy : 0 < y) :
    2 * y / 3 - y ^ 3 / 15 ≤ g y ∧ g y ≤ 2 * y / 3 := by
  have cube : ∀ x : ℝ, HasDerivAt (fun x : ℝ => x ^ 3) (3 * x ^ 2) x :=
    fun x => by simpa using hasDerivAt_pow 3 x
  have fifth : ∀ x : ℝ, HasDerivAt (fun x : ℝ => x ^ 5) (5 * x ^ 4) x :=
    fun x => by simpa using hasDerivAt_pow 5 x
  have hg : g y = cleared y / (2 * y ^ 2) := by
    unfold g cleared
    field_simp
  -- integrate the two bounds on arsinh
  have hl : 0 ≤ cleared y - (4 / 3 * y ^ 3 - 2 / 15 * y ^ 5) :=
    nonneg_of_slope (f := fun x => cleared x - (4 / 3 * x ^ 3 - 2 / 15 * x ^ 5))
      (f' := fun x => 4 * x * (Real.arsinh x - (x - x ^ 3 / 6))) (by simp [cleared])
      (fun x => ((hasDerivAt_cleared x).fun_sub (((cube x).const_mul (4 / 3)).fun_sub
        ((fifth x).const_mul (2 / 15)))).congr_deriv (by ring))
      (fun x hx => mul_nonneg (by positivity) (sub_nonneg.2 (arsinh_bounds hx.le).1)) hy.le
  have hu : 0 ≤ 4 / 3 * y ^ 3 - cleared y :=
    nonneg_of_slope (f := fun x => 4 / 3 * x ^ 3 - cleared x)
      (f' := fun x => 4 * x * (x - Real.arsinh x)) (by simp [cleared])
      (fun x => (((cube x).const_mul (4 / 3)).fun_sub
        (hasDerivAt_cleared x)).congr_deriv (by ring))
      (fun x hx => mul_nonneg (by positivity) (sub_nonneg.2 (arsinh_bounds hx.le).2)) hy.le
  rw [hg]
  constructor
  · rw [le_div_iff₀ (by positivity)]
    nlinarith [hl]
  · rw [div_le_iff₀ (by positivity)]
    nlinarith [hu]

/-- For `y > 0` the Keldysh function differs from `log (2 y) - 1 / 2` by at most
`1 / (4 y ^ 2)` downwards and `1 / (2 y)` upwards. -/
theorem multiphoton_bounds {y : ℝ} (hy : 0 < y) :
    Real.log (2 * y) - 1 / 2 - 1 / (4 * y ^ 2) ≤ g y ∧
      g y ≤ Real.log (2 * y) - 1 / 2 + 1 / (2 * y) := by
  have hg : g y = Real.arsinh y + Real.arsinh y / (2 * y ^ 2) - √(1 + y ^ 2) / (2 * y) := by
    unfold g
    ring
  have hA : Real.arsinh y = Real.log (y + √(1 + y ^ 2)) := rfl
  have hys : y ≤ √(1 + y ^ 2) := (Real.le_sqrt' hy).2 (by linarith)
  have hlow : Real.log (2 * y) ≤ Real.arsinh y := by
    rw [hA]
    exact Real.log_le_log (by positivity) (by linarith)
  have hup : Real.arsinh y - Real.log (2 * y) ≤ √(1 + y ^ 2) / (2 * y) - 1 / 2 := by
    rw [hA, ← Real.log_div (by positivity) (by positivity)]
    have h := Real.log_le_sub_one_of_pos
      (show 0 < (y + √(1 + y ^ 2)) / (2 * y) by positivity)
    have e : y / (2 * y) = 1 / 2 := by field_simp
    rw [add_div, e] at h
    rw [add_div, e]
    linarith
  have hs : √(1 + y ^ 2) / (2 * y) ≤ 1 / 2 + 1 / (4 * y ^ 2) := by
    have h1 : √(1 + y ^ 2) ≤ y + 1 / (2 * y) := by
      refine Real.sqrt_le_iff.2 ⟨by positivity, ?_⟩
      have e : (y + 1 / (2 * y)) ^ 2 = 1 + y ^ 2 + (1 / (2 * y)) ^ 2 := by
        field_simp
        ring
      rw [e]
      linarith [sq_nonneg (1 / (2 * y))]
    have e : (y + 1 / (2 * y)) / (2 * y) = 1 / 2 + 1 / (4 * y ^ 2) := by
      field_simp
      ring
    rw [← e]
    gcongr
  have h0 : 0 ≤ Real.arsinh y / (2 * y ^ 2) :=
    div_nonneg (Real.arsinh_nonneg_iff.2 hy.le) (by positivity)
  have h1 : Real.arsinh y / (2 * y ^ 2) ≤ 1 / (2 * y) := by
    have e : y / (2 * y ^ 2) = 1 / (2 * y) := by field_simp
    rw [← e]
    exact div_le_div_of_nonneg_right (arsinh_bounds hy.le).2 (by positivity)
  rw [hg]
  constructor <;> linarith

/-- Tunnelling and multiphoton limits of the Keldysh function: `g y / y` tends to `2 / 3` as
`y` tends to zero from above, and `g y - log (2 y)` tends to `-1 / 2` at infinity. -/
theorem keldysh_limits :
    Tendsto (fun y => g y / y) (𝓝[>] 0) (𝓝 (2 / 3)) ∧
      Tendsto (fun y => g y - Real.log (2 * y)) atTop (𝓝 (-1 / 2)) := by
  constructor
  · have hl : Tendsto (fun y : ℝ => 2 / 3 - y ^ 2 / 15) (𝓝 0) (𝓝 (2 / 3)) :=
      Continuous.tendsto' (by fun_prop) _ _ (by norm_num)
    refine tendsto_of_tendsto_of_tendsto_of_le_of_le' (hl.mono_left nhdsWithin_le_nhds)
      tendsto_const_nhds ?_ ?_
    · filter_upwards [self_mem_nhdsWithin] with y hy
      rw [le_div_iff₀ hy]
      linarith [(tunnelling_bounds hy).1]
    · filter_upwards [self_mem_nhdsWithin] with y hy
      rw [div_le_iff₀ hy]
      linarith [(tunnelling_bounds hy).2]
  · have hi : Tendsto (fun y : ℝ => y⁻¹) atTop (𝓝 0) := tendsto_inv_atTop_zero
    have hl : Tendsto (fun t : ℝ => -1 / 2 - t ^ 2 / 4) (𝓝 0) (𝓝 (-1 / 2)) :=
      Continuous.tendsto' (by fun_prop) _ _ (by norm_num)
    have hu : Tendsto (fun t : ℝ => -1 / 2 + t / 2) (𝓝 0) (𝓝 (-1 / 2)) :=
      Continuous.tendsto' (by fun_prop) _ _ (by norm_num)
    refine tendsto_of_tendsto_of_tendsto_of_le_of_le' (hl.comp hi) (hu.comp hi) ?_ ?_
    · filter_upwards [eventually_gt_atTop 0] with y hy
      show -1 / 2 - (y⁻¹) ^ 2 / 4 ≤ g y - Real.log (2 * y)
      have e : 1 / (4 * y ^ 2) = (y⁻¹) ^ 2 / 4 := by ring
      linarith [(multiphoton_bounds hy).1]
    · filter_upwards [eventually_gt_atTop 0] with y hy
      show g y - Real.log (2 * y) ≤ -1 / 2 + y⁻¹ / 2
      have e : 1 / (2 * y) = y⁻¹ / 2 := by ring
      linarith [(multiphoton_bounds hy).2]

/-- For positive binding energy, frequency and field, the barrier exponent equals
`2 Ip / ω` times the Keldysh function of the Keldysh parameter. -/
theorem barrierExponent_eq {Ip ω F : ℝ} (hI : 0 < Ip) (hω : 0 < ω) (hF : 0 < F) :
    barrierExponent Ip ω F = 2 * Ip / ω * g (keldyshParameter Ip ω F) := by
  -- an explicit antiderivative of the integrand
  have hd : ∀ τ : ℝ, HasDerivAt (fun τ => Ip * τ - F ^ 2 / ω ^ 2 / 2 *
      (Real.sinh (ω * τ) * Real.cosh (ω * τ) / (2 * ω) - τ / 2))
      (Ip - (F / ω * Real.sinh (ω * τ)) ^ 2 / 2) τ := by
    intro τ
    have hl : HasDerivAt (fun τ : ℝ => ω * τ) ω τ := by
      simpa using (hasDerivAt_id' τ).const_mul ω
    have h := ((hasDerivAt_id' τ).const_mul Ip).fun_sub
      ((((hl.sinh.fun_mul hl.cosh).div_const (2 * ω)).fun_sub
        ((hasDerivAt_id' τ).div_const 2)).const_mul (F ^ 2 / ω ^ 2 / 2))
    refine h.congr_deriv ?_
    have e : (Real.cosh (ω * τ) * ω * Real.cosh (ω * τ) +
        Real.sinh (ω * τ) * (Real.sinh (ω * τ) * ω)) / (2 * ω) =
        (Real.cosh (ω * τ) ^ 2 + Real.sinh (ω * τ) ^ 2) / 2 := by
      field_simp
    rw [e, Real.cosh_sq]
    ring
  have hγ : keldyshParameter Ip ω F ≠ 0 := by
    unfold keldyshParameter
    positivity
  have hF2 : F ^ 2 / ω ^ 2 / 2 = Ip / keldyshParameter Ip ω F ^ 2 := by
    unfold keldyshParameter
    rw [div_pow, mul_pow, Real.sq_sqrt (by positivity)]
    field_simp
  have hA : ω * (Real.arsinh (keldyshParameter Ip ω F) / ω) =
      Real.arsinh (keldyshParameter Ip ω F) := by field_simp
  unfold barrierExponent
  rw [intervalIntegral.integral_eq_sub_of_hasDerivAt (fun τ _ => hd τ)
    (Continuous.intervalIntegrable (by fun_prop) _ _)]
  simp only [hA, Real.sinh_arsinh, Real.cosh_arsinh, mul_zero, Real.sinh_zero, zero_mul,
    zero_div, sub_zero]
  rw [hF2]
  unfold g
  generalize keldyshParameter Ip ω F = y at hγ ⊢
  generalize Real.arsinh y = A
  generalize √(1 + y ^ 2) = s
  field_simp
  ring

/-- At fixed positive binding energy and field, the barrier exponent tends to the static
tunnelling exponent `2 (2 Ip) ^ (3 / 2) / (3 F)` as the frequency tends to zero from above. -/
theorem static_limit {Ip F : ℝ} (hI : 0 < Ip) (hF : 0 < F) :
    Tendsto (fun ω => barrierExponent Ip ω F) (𝓝[>] 0)
      (𝓝 (2 * √(2 * Ip) ^ 3 / (3 * F))) := by
  have hpos : ∀ ω : ℝ, 0 < ω → 0 < keldyshParameter Ip ω F := by
    intro ω hω
    unfold keldyshParameter
    positivity
  have hγ : Tendsto (fun ω => keldyshParameter Ip ω F) (𝓝[>] 0) (𝓝[>] 0) := by
    refine tendsto_nhdsWithin_iff.2 ⟨?_, ?_⟩
    · have h : Tendsto (fun ω : ℝ => ω * √(2 * Ip) / F) (𝓝 0) (𝓝 0) :=
        Continuous.tendsto' (by fun_prop) _ _ (by simp)
      exact h.mono_left nhdsWithin_le_nhds
    · filter_upwards [self_mem_nhdsWithin] with ω hω
      exact hpos ω hω
  have h := (keldysh_limits.1.comp hγ).const_mul (√(2 * Ip) ^ 3 / F)
  rw [show 2 * √(2 * Ip) ^ 3 / (3 * F) = √(2 * Ip) ^ 3 / F * (2 / 3) by ring]
  refine h.congr' ?_
  filter_upwards [self_mem_nhdsWithin] with ω hω
  have hω' : 0 < ω := hω
  show √(2 * Ip) ^ 3 / F * (g (keldyshParameter Ip ω F) / keldyshParameter Ip ω F) = _
  have e : √(2 * Ip) ^ 3 / F = 2 * Ip * (keldyshParameter Ip ω F / ω) := by
    rw [pow_succ, Real.sq_sqrt (by positivity)]
    unfold keldyshParameter
    field_simp
  have h0 := (hpos ω hω').ne'
  rw [barrierExponent_eq hI hω' hF, e]
  generalize g (keldyshParameter Ip ω F) = G
  field_simp

/-- At fixed positive binding energy and frequency, the exponential of minus the barrier
exponent, divided by `F ^ (2 Ip / ω)`, tends to the stated constant as the field `F` tends to
zero from above. -/
theorem multiphoton_power_law {Ip ω : ℝ} (hI : 0 < Ip) (hω : 0 < ω) :
    Tendsto (fun F => Real.exp (-barrierExponent Ip ω F) / F ^ (2 * Ip / ω)) (𝓝[>] 0)
      (𝓝 (Real.exp (Ip / ω) / (2 * (ω * √(2 * Ip))) ^ (2 * Ip / ω))) := by
  have hc : 0 < ω * √(2 * Ip) := by positivity
  have hγ : Tendsto (fun F => keldyshParameter Ip ω F) (𝓝[>] 0) atTop := by
    simpa only [keldyshParameter, div_eq_mul_inv] using
      (tendsto_inv_nhdsGT_zero (𝕜 := ℝ)).const_mul_atTop hc
  have hexp : Tendsto (fun t : ℝ => Real.exp (-(2 * Ip / ω) * t -
      2 * Ip / ω * Real.log (2 * (ω * √(2 * Ip))))) (𝓝 (-1 / 2))
      (𝓝 (Real.exp (Ip / ω) / (2 * (ω * √(2 * Ip))) ^ (2 * Ip / ω))) := by
    refine Continuous.tendsto' (by fun_prop) _ _ ?_
    rw [Real.rpow_def_of_pos (by positivity), ← Real.exp_sub]
    congr 1
    ring
  refine (hexp.comp (keldysh_limits.2.comp hγ)).congr' ?_
  filter_upwards [self_mem_nhdsWithin] with F hF
  have hF' : 0 < F := hF
  -- the logarithm of the Keldysh parameter carries the power of the field
  have hlog : Real.log (2 * keldyshParameter Ip ω F) =
      Real.log (2 * (ω * √(2 * Ip))) - Real.log F := by
    rw [← Real.log_div (by positivity) hF'.ne']
    congr 1
    unfold keldyshParameter
    ring
  show Real.exp (-(2 * Ip / ω) * (g (keldyshParameter Ip ω F) -
    Real.log (2 * keldyshParameter Ip ω F)) -
    2 * Ip / ω * Real.log (2 * (ω * √(2 * Ip)))) = _
  rw [barrierExponent_eq hI hω hF', Real.rpow_def_of_pos hF', ← Real.exp_sub, hlog]
  congr 1
  ring

end

end KeldyshExponent
```

```lean
#print axioms KeldyshExponent.keldysh_limits
#print axioms KeldyshExponent.static_limit
#print axioms KeldyshExponent.multiphoton_power_law
```

```
'KeldyshExponent.keldysh_limits' depends on axioms: [propext, Classical.choice, Quot.sound]
'KeldyshExponent.static_limit' depends on axioms: [propext, Classical.choice, Quot.sound]
'KeldyshExponent.multiphoton_power_law' depends on axioms: [propext, Classical.choice, Quot.sound]
```

## Two limits and the barrier they describe

The theorem `keldysh_limits` states that $g(y)/y\to 2/3$ as $y\to0^+$ and $g(y)-\ln(2y)\to-1/2$ as $y\to\infty$. In Lean, `𝓝[>] 0` denotes approach to zero from above and `atTop` denotes growth without bound. Explicit bounds for every $y>0$ are given by `tunnelling_bounds` and `multiphoton_bounds`.

The physical input is the definition `barrierExponent`:

$$W=2\int_0^{\operatorname{arsinh}(\gamma)/\omega}\left[I_p-\frac12\left(\frac F\omega\sinh\omega\tau\right)^2\right]d\tau .$$

Here $\tau$ is imaginary time. The electron's velocity is imaginary, so its kinetic energy is negative; at the upper limit it equals $-I_p$ and the integrand vanishes. This action models ionisation by a linearly polarised, monochromatic field with zero drift momentum and no Coulomb tail. It is assumed, not derived from the Schrödinger equation, and $e^{-W}$ is only the exponential factor of a rate, without its prefactor.

Within this one-electron model, `static_limit` recovers the static-field tunnelling exponent at low frequency, and `multiphoton_power_law` gives the weak-field scaling $F^{2I_p/\omega}$ of $e^{-W}$. When $I_p/\omega$ is an integer $N$, this is the $N$th power of the intensity. The theorem allows any positive real ratio, although the semiclassical model is meant for $\omega\ll I_p$. It does not impose whole photon numbers: when the ratio is not an integer, the power found here is that of $e^{-W}$ and not that of the lowest-order multiphoton rate, which takes a whole number of photons.

## Small argument: integrating a simple derivative

Write $s=\sqrt{1+y^2}$ and clear the denominator:

$$G(y)=2y^2g(y)=(2y^2+1)\operatorname{arsinh}y-ys.$$

Since $(\operatorname{arsinh}y)'=1/s$ and $s'=y/s$,

$$G'(y)=4y\operatorname{arsinh}y+\frac{2y^2+1-s^2-y^2}{s}=4y\operatorname{arsinh}y.$$

This is `hasDerivAt_cleared`. For `arsinh_bounds`, compare slopes: $1/s\le1$, and

$$\frac1s-1+\frac{y^2}{2}=\frac{(s-1)^2(s+2)}{2s}\ge0.$$

Hence $y-y^3/6\le\operatorname{arsinh}y\le y$. Multiplying by $4y$ and integrating from zero, where $G=0$, gives

$$\frac43y^3-\frac2{15}y^5\le G(y)\le\frac43y^3,$$

and division by $2y^2$ yields

$$\frac{2y}{3}-\frac{y^3}{15}\le g(y)\le\frac{2y}{3}.$$

Lean replaces each integration by `nonneg_of_slope`: a function that starts at zero with nonnegative slope stays nonnegative. Dividing by $y$ and squeezing gives the first limit.

## Large argument: bounding the logarithm

Use $\operatorname{arsinh}y=\ln(y+s)$. Because $s\ge y$, this is at least $\ln(2y)$. Applying $\ln x\le x-1$ to $x=(y+s)/(2y)$ gives

$$\operatorname{arsinh}y-\ln(2y)\le\frac{s}{2y}-\frac12.$$

Squaring shows that $s\le y+1/(2y)$, so $s/(2y)\le1/2+1/(4y^2)$. Also $0\le\operatorname{arsinh}y/(2y^2)\le1/(2y)$. Inserting these into $g=\operatorname{arsinh}y+\operatorname{arsinh}y/(2y^2)-s/(2y)$ gives

$$-\frac12-\frac1{4y^2}\le g(y)-\ln(2y)\le-\frac12+\frac1{2y}.$$

Both sides tend to $-1/2$. Lean writes them as polynomials in $y^{-1}$ before squeezing.

## From the action to the two field regimes

An antiderivative of $\sinh^2\omega\tau$ is $\sinh\omega\tau\cosh\omega\tau/(2\omega)-\tau/2$. With $F^2/(2\omega^2)=I_p/\gamma^2$, evaluation at the endpoints gives

$$W=2\left[\frac{I_p}{\omega}\operatorname{arsinh}\gamma-\frac{I_p}{\gamma^2}\left(\frac{\gamma\sqrt{1+\gamma^2}}{2\omega}-\frac{\operatorname{arsinh}\gamma}{2\omega}\right)\right]=\frac{2I_p}{\omega}g(\gamma).$$

In `barrierExponent_eq`, Lean differentiates the antiderivative, applies the fundamental theorem of calculus and simplifies with `field_simp` and `ring`.

At fixed $F$, $\gamma/\omega=\sqrt{2I_p}/F$ is constant. As $\omega\to0^+$, therefore,

$$W=\frac{(2I_p)^{3/2}}F\,\frac{g(\gamma)}\gamma\longrightarrow\frac{2(2I_p)^{3/2}}{3F}.$$

At fixed $\omega$, $\gamma\to\infty$ as $F\to0^+$. Substituting $\ln(2\gamma)=\ln(2\omega\sqrt{2I_p})-\ln F$ gives

$$\ln\frac{e^{-W}}{F^{2I_p/\omega}}=-\frac{2I_p}\omega\left[g(\gamma)-\ln(2\gamma)\right]-\frac{2I_p}\omega\ln\left(2\omega\sqrt{2I_p}\right).$$

The bracket tends to $-1/2$, so exponentiating yields

$$\frac{e^{-W}}{F^{2I_p/\omega}}\longrightarrow\frac{e^{I_p/\omega}}{\left(2\omega\sqrt{2I_p}\right)^{2I_p/\omega}}.$$

Lean composes the limits of $g$ with those of $\gamma$ and uses the same logarithmic identity.
